# The heat capacity of a quantum harmonic oscillator, integrated over all positive ℏω/(kT), is π²/3 in units of k

The theorem `integral_modeHeat` says that the integral of x²eˣ/(eˣ − 1)² over x > 0 is π²/3. The integrand is the heat capacity of a single harmonic oscillator in units of Boltzmann's constant, with x = ℏω/(kT), and the integral gives every value of x the same weight. The proof writes the integrand as the sum over n of n x²e⁻ⁿˣ and integrates term by term, which is allowed because the integrals of the absolute values have a finite sum. For n ≥ 1 each term gives 2/n², the term n = 0 vanishes, and the known sum of 1/n², which is π²/6, gives the result.

As first written in Lean, the proof fails:

```lean
import Mathlib

open MeasureTheory Filter Set
open scoped Real Topology

namespace IntegralModeHeat

noncomputable section

/-- Heat capacity of one oscillator, in units of Boltzmann's constant, as a function of
`x = ℏω / (k T)`, for `x ≠ 0`. -/
def modeHeat (x : ℝ) : ℝ := x ^ 2 * Real.exp x / (Real.exp x - 1) ^ 2

lemma integral_sq_mul_exp {r : ℝ} (hr : 0 < r) :
    ∫ x in Ioi (0 : ℝ), x ^ 2 * Real.exp (-(r * x)) = 2 / r ^ 3 := by
  have h := Real.integral_rpow_mul_exp_neg_mul_Ioi (a := 3) (r := r) (by norm_num) hr
  have g : Real.Gamma 3 = 2 := by
    rw [show (3 : ℝ) = ((2 : ℕ) : ℝ) + 1 by norm_num, Real.Gamma_nat_eq_factorial]
    norm_num [Nat.factorial]
  have p : (1 / r) ^ (3 : ℝ) = (1 / r) ^ (3 : ℕ) := by
    rw [← Real.rpow_natCast]; norm_num
  rw [show (3 : ℝ) - 1 = ((2 : ℕ) : ℝ) by norm_num, g, p] at h
  simp only [Real.rpow_natCast] at h
  rw [h]
  ring

/-- The mode heat capacity integrated over all positive reduced frequencies is `π²/3`. -/
theorem integral_modeHeat : ∫ x in Ioi (0 : ℝ), modeHeat x = π ^ 2 / 3 := by
  obtain ⟨F, hF⟩ : ∃ F : ℕ → ℝ → ℝ, ∀ n x, F n x = n * (x ^ 2 * Real.exp (-(n * x))) :=
    ⟨_, fun _ _ => rfl⟩
  have hval : ∀ n : ℕ, ∫ x in Ioi (0 : ℝ), F n x = 2 * (1 / (n : ℝ) ^ 2) := by
    intro n
    simp only [hF]
    rcases Nat.eq_zero_or_pos n with rfl | hn
    · simp
    · have hn' : (0 : ℝ) < n := by exact_mod_cast hn
      rw [integral_const_mul, integral_sq_mul_exp hn']
      field_simp
  have hint : ∀ n : ℕ, Integrable (F n) (volume.restrict (Ioi 0)) := by
    intro n
    rcases Nat.eq_zero_or_pos n with rfl | hn
    · have h0 : F 0 = fun _ => 0 := by funext x; simp [hF]
      rw [h0]
      exact integrable_zero _ _ _
    · have hn' : (0 : ℝ) < n := by exact_mod_cast hn
      by_contra hc
      have h1 := (hval n).symm.trans (integral_undef hc)
      have h2 : 0 < 2 * (1 / (n : ℝ) ^ 2) := by positivity
      linarith
  have hnorm : ∀ n : ℕ, ∫ x in Ioi (0 : ℝ), ‖F n x‖ = 2 * (1 / (n : ℝ) ^ 2) := by
    intro n
    rw [← hval n]
    congr 1
    funext x
    exact Real.norm_of_nonneg (by rw [hF]; positivity)
  have hS := hasSum_zeta_two.mul_left 2
  have H := hasSum_integral_of_summable_integral_norm hint
    (by simp only [hnorm]; exact hS.summable)
  simp only [hval] at H
  -- the Bose factor as a geometric-type series
  have hts : EqOn modeHeat (fun x => ∑' n, F n x) (Ioi 0) := by
    intro x hx
    have hx0 : 0 < x := hx
    have hr : ‖Real.exp (-x)‖ < 1 := by
      rw [Real.norm_of_nonneg (Real.exp_pos _).le]
      exact Real.exp_lt_one (by linarith)
    have h := (hasSum_coe_mul_geometric_of_norm_lt_one hr).mul_left (x ^ 2)
    have hf : (fun n => F n x) = fun n : ℕ => x ^ 2 * (n * Real.exp (-x) ^ n) := by
      funext n
      rw [hF, ← Real.exp_nat_mul, show (n : ℝ) * -x = -(n * x) by ring]
      ring
    have h1 : Real.exp x - 1 ≠ 0 := by linarith [Real.add_one_le_exp x] |> ne_of_gt
    have h2 : 1 - (Real.exp x)⁻¹ = (Real.exp x - 1) / Real.exp x := by
      field_simp
    change modeHeat x = ∑' n, F n x
    rw [hf, h.tsum_eq, Real.exp_neg, h2]
    unfold modeHeat
    field_simp
  rw [setIntegral_congr_fun measurableSet_Ioi hts, H.unique hS]
  ring

end

end IntegralModeHeat
```

The error:

```
Main.lean:66:12: error(lean.unknownIdentifier): Unknown constant `Real.exp_lt_one`
```

This version goes through:

```diff
@@ -64,5 +64,5 @@
     have hr : ‖Real.exp (-x)‖ < 1 := by
       rw [Real.norm_of_nonneg (Real.exp_pos _).le]
-      exact Real.exp_lt_one (by linarith)
+      exact Real.exp_lt_one_iff.2 (by linarith)
     have h := (hasSum_coe_mul_geometric_of_norm_lt_one hr).mul_left (x ^ 2)
     have hf : (fun n => F n x) = fun n : ℕ => x ^ 2 * (n * Real.exp (-x) ^ n) := by
@@ -70,5 +70,6 @@
       rw [hF, ← Real.exp_nat_mul, show (n : ℝ) * -x = -(n * x) by ring]
       ring
-    have h1 : Real.exp x - 1 ≠ 0 := by linarith [Real.add_one_le_exp x] |> ne_of_gt
+    have h1 : Real.exp x - 1 ≠ 0 :=
+      (by linarith [Real.add_one_le_exp x] : (0 : ℝ) < Real.exp x - 1).ne'
     have h2 : 1 - (Real.exp x)⁻¹ = (Real.exp x - 1) / Real.exp x := by
       field_simp
```

What went wrong. The message says that Lean found no constant called `Real.exp_lt_one`. The name was used in the proof of `hr`, which says that e⁻ˣ has norm less than 1, as the series expansion requires. The rewrite before it had already reduced this to `Real.exp (-x) < 1`, so all that was missing was a lemma that exists and proves this inequality.

The repair uses `Real.exp_lt_one_iff`, which says that the exponential of a number is less than 1 exactly when the number is negative. Since this is an equivalence, `.2` picks the direction from the negative exponent to the bound, and `linarith` supplies `-x < 0` from `hx0`.

The change to `h1` is mere tidying, as no message concerns that line. Both versions get `Real.exp x - 1 ≠ 0` from a strict inequality proved by `linarith`, and the new one writes that inequality out and applies `.ne'` to it.
